# If ⟨φ,Aφ⟩ > 0, the Kleinman–Bylander remainder of a Hermitian matrix has one positive eigenvalue fewer and as many negative ones

A semilocal pseudopotential consists of a common local part and, for each angular-momentum channel, the difference between that channel's potential and the local part. Call this difference $A$. The Kleinman–Bylander form replaces it by a separable operator built from a reference state $\varphi$,

$$K=\frac{A\varphi\,(A\varphi)^*}{a},\qquad a=\langle\varphi,A\varphi\rangle .$$

$K$ agrees with $A$ on $\varphi$. On other states the error is the remainder $B=A-K$. If $A$ is repulsive at some radii and attractive at others, which part does $K$ remove? In a finite orthonormal basis whose span contains $\varphi$, the answer for $a>0$ is a count: $B$ has one positive eigenvalue fewer than $A$ and the same number of negative ones. The values of the remaining eigenvalues may change.

## A finite orthonormal basis

Physically, the channel is represented in finitely many orthonormal basis functions or grid states, indexed by `n`, and the reference state is assumed to lie in their span. States are complex vectors, and $\langle x,y\rangle$ is conjugate-linear in $x$.

```lean
import Mathlib

open Matrix Module

namespace KleinmanBylanderInertia

noncomputable section

variable {n : Type*} [Fintype n] [DecidableEq n]
```

`energy A x` is the real part of $\langle x,Ax\rangle$, without division by the norm. The reference state need not be normalised, since rescaling $\varphi$ leaves $K$ unchanged.

```lean
/-- The real part of the expectation value `⟨x, A x⟩`. -/
def energy (A : Matrix n n ℂ) (x : n → ℂ) : ℝ := (star x ⬝ᵥ A *ᵥ x).re

/-- The Kleinman-Bylander operator `A φ (A φ)* / ⟨φ, A φ⟩` of a Hermitian `A`,
for a reference state with `⟨φ, A φ⟩ ≠ 0`. -/
def kb (A : Matrix n n ℂ) (φ : n → ℂ) : Matrix n n ℂ :=
  (energy A φ : ℂ)⁻¹ • vecMulVec (A *ᵥ φ) (star (A *ᵥ φ))
```

Eigenvalues are listed with repetition, so counting indices counts multiplicity. The sign $s=\pm1$ treats positive and negative eigenvalues together.

```lean
/-- The number of eigenvalues `e` with `s e > 0`, counted with multiplicity:
the positive ones for `s = 1`, the negative ones for `s = -1`. -/
def signCount (s : ℝ) {A : Matrix n n ℂ} (hA : A.IsHermitian) : ℕ :=
  Nat.card {i // 0 < s * hA.eigenvalues i}
```

By hand and in Lean, finiteness lets dimensions be compared and makes the numbers of positive, negative and zero eigenvalues add up to the size of the basis. In the continuum, multiplication by a strictly monotone radial potential has no eigenvalues at all, so counting them would say nothing about its sign.

## Hermitian A, of either sign

Hermiticity makes expectation values real; $A$ need not be definite. It enters first through the spectral theorem. With orthonormal eigenvectors $u_i$, eigenvalues $\lambda_i$ and $x=\sum_i c_iu_i$,

$$\langle x,Ax\rangle=\sum_i\lambda_i|c_i|^2 .$$

In `exists_eigenframe` the $u_i$ are the columns of `U`.

```lean
/-- In a suitable orthonormal basis the energy of a Hermitian matrix is the sum of its
eigenvalues weighted by the squared amplitudes. -/
theorem exists_eigenframe {A : Matrix n n ℂ} (hA : A.IsHermitian) :
    ∃ U : Matrix n n ℂ, Uᴴ * U = 1 ∧
      ∀ c, energy A (U *ᵥ c) = ∑ i, hA.eigenvalues i * Complex.normSq (c i) := by
  obtain ⟨U, hU, hAU⟩ : ∃ U : Matrix n n ℂ, Uᴴ * U = 1 ∧
      A * U = U * diagonal (fun i => (hA.eigenvalues i : ℂ)) := by
    refine ⟨hA.eigenvectorUnitary, mem_unitaryGroup_iff'.1 hA.eigenvectorUnitary.2, ?_⟩
    ext i j
    have h := congrFun (hA.mulVec_eigenvectorBasis j) i
    rw [Pi.smul_apply, Complex.real_smul] at h
    rw [mul_diagonal]
    exact h.trans (mul_comm _ _)
  refine ⟨U, hU, fun c => ?_⟩
  unfold energy
  rw [star_mulVec, mulVec_mulVec, hAU, ← dotProduct_mulVec, mulVec_mulVec,
    ← Matrix.mul_assoc, hU, Matrix.one_mul]
  simp only [dotProduct, mulVec_diagonal, Pi.star_apply, Complex.re_sum]
  refine Finset.sum_congr rfl fun i _ => ?_
  simp [Complex.mul_re, Complex.normSq_apply]
  ring
```

Suppose every nonzero state in a subspace has positive energy. Such a state must have an amplitude on some positive eigenvector; otherwise the sum would be at most zero. Recording only those amplitudes is therefore injective, and the dimension is at most the number of positive eigenvalues. The negative case is identical. Lean describes the subspace by a linear map `f`, and `g` records the amplitudes.

```lean
/-- A linear family of states whose nonzero members all have energy of sign `s` has dimension
at most the number of eigenvalues of that sign. -/
theorem finrank_le_signCount {V : Type*} [AddCommGroup V] [Module ℂ V] (s : ℝ)
    {A : Matrix n n ℂ} (hA : A.IsHermitian) (f : V →ₗ[ℂ] (n → ℂ))
    (hf : ∀ v, v ≠ 0 → 0 < s * energy A (f v)) : finrank ℂ V ≤ signCount s hA := by
  obtain ⟨U, hU, hE⟩ := exists_eigenframe hA
  -- keep only the amplitudes on eigenvectors of the chosen sign
  let g : V →ₗ[ℂ] ({i // 0 < s * hA.eigenvalues i} → ℂ) :=
    LinearMap.funLeft ℂ ℂ Subtype.val ∘ₗ Matrix.mulVecLin Uᴴ ∘ₗ f
  have hg : Function.Injective g := by
    refine LinearMap.ker_eq_bot.1 (LinearMap.ker_eq_bot'.2 fun v hv => ?_)
    by_contra hne
    have h := hf v hne
    have hx : f v = U *ᵥ (Uᴴ *ᵥ f v) := by
      rw [mulVec_mulVec, mul_eq_one_comm.1 hU, one_mulVec]
    rw [hx, hE, Finset.mul_sum] at h
    refine absurd h (not_lt_of_ge (Finset.sum_nonpos fun i _ => ?_))
    by_cases hi : 0 < s * hA.eigenvalues i
    · have h0 : (Uᴴ *ᵥ f v) i = 0 := congrFun hv ⟨i, hi⟩
      simp [h0]
    · nlinarith [mul_nonneg (neg_nonneg.2 (not_lt.1 hi))
        (Complex.normSq_nonneg ((Uᴴ *ᵥ f v) i))]
  have h := LinearMap.finrank_le_finrank_of_injective hg
  rwa [Module.finrank_fintype_fun_eq_card, ← Nat.card_eq_fintype_card] at h
```

The span of the eigenvectors of the chosen sign attains the bound. Here `e` places the coordinates on those eigenvectors and puts zeros elsewhere.

```lean
/-- There is a linear family of states whose nonzero members all have energy of sign `s` and whose
dimension equals the number of eigenvalues of that sign. -/
theorem exists_definite_family (s : ℝ) {A : Matrix n n ℂ} (hA : A.IsHermitian) :
    ∃ g : (Fin (signCount s hA) → ℂ) →ₗ[ℂ] (n → ℂ),
      ∀ v, v ≠ 0 → 0 < s * energy A (g v) := by
  obtain ⟨U, -, hE⟩ := exists_eigenframe hA
  let σ : {i // 0 < s * hA.eigenvalues i} ≃ Fin (signCount s hA) := Finite.equivFin _
  let e : (Fin (signCount s hA) → ℂ) →ₗ[ℂ] (n → ℂ) :=
    { toFun := fun c i => if h : 0 < s * hA.eigenvalues i then c (σ ⟨i, h⟩) else 0
      map_add' := fun c d => by
        ext i
        by_cases h : 0 < s * hA.eigenvalues i <;> simp [h]
      map_smul' := fun r c => by
        ext i
        by_cases h : 0 < s * hA.eigenvalues i <;> simp [h] }
  have he : ∀ c i (h : 0 < s * hA.eigenvalues i), e c i = c (σ ⟨i, h⟩) :=
    fun c i h => dif_pos h
  have he0 : ∀ c i, ¬ 0 < s * hA.eigenvalues i → e c i = 0 := fun c i h => dif_neg h
  refine ⟨Matrix.mulVecLin U ∘ₗ e, fun v hv => ?_⟩
  change 0 < s * energy A (U *ᵥ e v)
  rw [hE, Finset.mul_sum]
  obtain ⟨k, hk⟩ := Function.ne_iff.1 hv
  refine Finset.sum_pos' (fun i _ => ?_) ⟨(σ.symm k).1, Finset.mem_univ _, ?_⟩
  · by_cases h : 0 < s * hA.eigenvalues i
    · rw [← mul_assoc]
      exact mul_nonneg h.le (Complex.normSq_nonneg _)
    · simp [he0 v i h]
  · rw [← mul_assoc, he v _ (σ.symm k).2]
    refine mul_pos (σ.symm k).2 (Complex.normSq_pos.2 ?_)
    rw [Subtype.coe_eta, Equiv.apply_symm_apply]
    exact hk
```

Since $K$ is Hermitian as well, $B$ has real eigenvalues.

```lean
omit [DecidableEq n] in
/-- The remainder `A - K` of a Hermitian matrix is Hermitian. -/
theorem remainder_isHermitian {A : Matrix n n ℂ} (hA : A.IsHermitian) (φ : n → ℂ) :
    (A - kb A φ).IsHermitian := by
  refine hA.sub ?_
  ext i j
  simp only [kb, conjTranspose_apply, Matrix.smul_apply, vecMulVec_apply, Pi.star_apply,
    smul_eq_mul, Complex.star_def, map_mul, map_inv₀, Complex.conj_ofReal, Complex.conj_conj]
  ring
```

Write $\ell(x)=\langle A\varphi,x\rangle$. Then $Kx=(\ell(x)/a)\,A\varphi$, and since $\langle x,A\varphi\rangle=\overline{\ell(x)}$,

$$\langle x,Bx\rangle=\langle x,Ax\rangle-\frac{|\ell(x)|^2}{a}. \tag{1}$$

```lean
omit [DecidableEq n] in
/-- The separable operator sends `x` to the multiple `⟨A φ, x⟩ / energy A φ` of `A φ`. -/
theorem kb_mulVec (A : Matrix n n ℂ) (φ x : n → ℂ) :
    kb A φ *ᵥ x = ((energy A φ : ℂ)⁻¹ * (star (A *ᵥ φ) ⬝ᵥ x)) • (A *ᵥ φ) := by
  unfold kb
  generalize energy A φ = a
  generalize A *ᵥ φ = u
  ext i
  simp only [mulVec, dotProduct, Matrix.smul_apply, vecMulVec_apply, Pi.smul_apply,
    smul_eq_mul, Finset.mul_sum, Finset.sum_mul]
  exact Finset.sum_congr rfl fun j _ => by ring

omit [DecidableEq n] in
/-- The energy of `x` in the remainder `A - K` is its energy in `A` minus
`|⟨A φ, x⟩|² / energy A φ`. -/
theorem energy_remainder (A : Matrix n n ℂ) (φ x : n → ℂ) :
    energy (A - kb A φ) x
      = energy A x - Complex.normSq (star (A *ᵥ φ) ⬝ᵥ x) / energy A φ := by
  have hx : star x ⬝ᵥ A *ᵥ φ = star (star (A *ᵥ φ) ⬝ᵥ x) := by
    rw [Matrix.star_dotProduct (A *ᵥ φ) x, star_star]
  have h : star x ⬝ᵥ (A - kb A φ) *ᵥ x = star x ⬝ᵥ A *ᵥ x
      - ((Complex.normSq (star (A *ᵥ φ) ⬝ᵥ x) / energy A φ : ℝ) : ℂ) := by
    rw [sub_mulVec, kb_mulVec, dotProduct_sub, dotProduct_smul, hx, smul_eq_mul,
      Complex.ofReal_div, ← Complex.mul_conj, Complex.star_def]
    ring
  change (star x ⬝ᵥ (A - kb A φ) *ᵥ x).re = _
  rw [h, Complex.sub_re, Complex.ofReal_re]
  rfl
```

Hermiticity enters again in $\ell(\varphi)=\langle\varphi,A\varphi\rangle=a$.

```lean
omit [DecidableEq n] in
/-- For Hermitian `A` the overlap of `A φ` with `φ` is the energy of `φ`. -/
theorem overlap_self {A : Matrix n n ℂ} (hA : A.IsHermitian) (φ : n → ℂ) :
    star (A *ᵥ φ) ⬝ᵥ φ = (energy A φ : ℂ) := by
  have h : star (A *ᵥ φ) ⬝ᵥ φ = star φ ⬝ᵥ A *ᵥ φ := by
    rw [star_mulVec, hA.eq, ← dotProduct_mulVec]
  have h' := Matrix.star_dotProduct (A *ᵥ φ) φ
  rw [h]
  exact (Complex.conj_eq_iff_re.1 (h'.symm.trans h)).symm
```

Hence $B\varphi=A\varphi-(a/a)A\varphi=0$. Taking adjoints gives $\varphi^*B=0$, so all terms containing $\varphi$ vanish:

$$\langle x+c\varphi,B(x+c\varphi)\rangle=\langle x,Bx\rangle. \tag{2}$$

These two identities are `h0` and `h1` below.

```lean
omit [DecidableEq n] in
/-- For Hermitian `A` with `⟨φ, A φ⟩ ≠ 0`, admixing the reference state `φ` to `x` does not
change the energy of the remainder. -/
theorem energy_remainder_shift {A : Matrix n n ℂ} (hA : A.IsHermitian) {φ : n → ℂ}
    (hφ : energy A φ ≠ 0) (x : n → ℂ) (c : ℂ) :
    energy (A - kb A φ) (x + c • φ) = energy (A - kb A φ) x := by
  have h0 : (A - kb A φ) *ᵥ φ = 0 := by
    rw [sub_mulVec, kb_mulVec, overlap_self hA,
      inv_mul_cancel₀ (Complex.ofReal_ne_zero.2 hφ), one_smul, sub_self]
  have h1 : star φ ᵥ* (A - kb A φ) = 0 := by
    have h := star_mulVec (A - kb A φ) φ
    rw [h0, (remainder_isHermitian hA φ).eq, star_zero] at h
    exact h.symm
  unfold energy at *
  rw [mulVec_add, mulVec_smul, h0, smul_zero, add_zero, star_add, star_smul, add_dotProduct,
    smul_dotProduct, dotProduct_mulVec (star φ), h1, zero_dotProduct, smul_zero, add_zero]
```

Without Hermiticity this can fail. For $A=\begin{pmatrix}1&-1\\1&1\end{pmatrix}$ and $\varphi=(1,0)$, $a=1$ but the eigenvalues are $1\pm i$. The remainder $B=\begin{pmatrix}0&-2\\0&0\end{pmatrix}$ satisfies $B\varphi=0$ but $\varphi^*B\neq0$.

## A reference state that feels net repulsion: a > 0

The condition `0 < energy A φ` says that the reference state sees the channel as repulsive on average, relative to the local potential. It is assumed of the pair $A,\varphi$; $\varphi$ need not be an eigenvector of $A$.

**Positive eigenvalues.** Take a largest subspace on which $B$ is positive, and adjoin $\varphi$. For $x=y+c\varphi$, (1) and (2) give

$$\langle x,Ax\rangle=\langle y,By\rangle+\frac{|\ell(x)|^2}{a}.$$

This is positive if $y\ne0$. If $y=0$ and $c\ne0$, it equals $|c|^2a>0$. Thus $A$ has at least one positive eigenvalue more than $B$. Conversely, restrict a largest positive subspace of $A$ to $\ell(x)=0$. This costs at most one dimension, and there the two energies agree by (1), so the difference is exactly one.

**Negative eigenvalues.** By (1), $\langle x,Bx\rangle\le\langle x,Ax\rangle$, so a negative subspace of $A$ is negative for $B$. Conversely, take $x\ne0$ in a negative subspace of $B$ and set $x'=x-(\ell(x)/a)\varphi$. Then $\ell(x')=0$, and

$$\langle x',Ax'\rangle=\langle x',Bx'\rangle=\langle x,Bx\rangle<0 .$$

No dimension is lost, because $x'\neq0$. The counts agree.

In Lean, `hpos` proves the two inequalities for the positive counts in the order above, and `hneg` proves those for the negative counts in the reverse order. `coprod` adjoins $\varphi$, the kernel of `l ∘ₗ g` imposes $\ell=0$, and `smulRight` builds the projection. The theorem puts the `+ 1` on the remainder's side.

```lean
/-- For a Hermitian, possibly indefinite `A` with `⟨φ, A φ⟩ > 0`, the remainder `A - K` has
exactly one positive eigenvalue fewer than `A` and equally many negative ones, counted with
multiplicity. -/
theorem inertia_remainder {A : Matrix n n ℂ} (hA : A.IsHermitian) {φ : n → ℂ}
    (hφ : 0 < energy A φ) :
    Nat.card {i // 0 < (remainder_isHermitian hA φ).eigenvalues i} + 1
        = Nat.card {i // 0 < hA.eigenvalues i} ∧
      Nat.card {i // (remainder_isHermitian hA φ).eigenvalues i < 0}
        = Nat.card {i // hA.eigenvalues i < 0} := by
  have hB := remainder_isHermitian hA φ
  obtain ⟨l, hl⟩ : ∃ l : (n → ℂ) →ₗ[ℂ] ℂ, ∀ x, l x = star (A *ᵥ φ) ⬝ᵥ x :=
    ⟨{ toFun := fun x => star (A *ᵥ φ) ⬝ᵥ x
       map_add' := fun x y => dotProduct_add _ x y
       map_smul' := fun c x => dotProduct_smul c _ x }, fun _ => rfl⟩
  have hE : ∀ x, energy (A - kb A φ) x
      = energy A x - Complex.normSq (l x) / energy A φ := fun x => by
    rw [hl, energy_remainder]
  have hlφ : l φ = (energy A φ : ℂ) := by rw [hl, overlap_self hA]
  have hS := energy_remainder_shift hA hφ.ne'
  have hN : ∀ x, 0 ≤ Complex.normSq (l x) / energy A φ :=
    fun x => div_nonneg (Complex.normSq_nonneg _) hφ.le
  have hpos : signCount 1 hB + 1 = signCount 1 hA := by
    apply le_antisymm
    · -- adjoin `φ` to a positive family of the remainder
      obtain ⟨g, hg⟩ := exists_definite_family 1 hB
      have h := finrank_le_signCount 1 hA
        (g.coprod (LinearMap.toSpanSingleton ℂ (n → ℂ) φ)) (by
          rintro ⟨v, c⟩ hvc
          rw [LinearMap.coprod_apply, LinearMap.toSpanSingleton_apply]
          have h1 := hE (g v + c • φ)
          rw [hS] at h1
          by_cases hv : v = 0
          · have hc : c ≠ 0 := fun hc => hvc (by rw [hv, hc]; rfl)
            have h2 : energy (A - kb A φ) (g v) = 0 := by simp [hv, energy]
            have h3 : 0 < Complex.normSq (l (g v + c • φ)) / energy A φ := by
              refine div_pos (Complex.normSq_pos.2 ?_) hφ
              rw [hv, map_zero, zero_add, map_smul, hlφ, smul_eq_mul]
              exact mul_ne_zero hc (Complex.ofReal_ne_zero.2 hφ.ne')
            linarith
          · linarith [hg v hv, hN (g v + c • φ)])
      rwa [Module.finrank_prod, Module.finrank_fin_fun, Module.finrank_self] at h
    · -- the condition `⟨A φ, x⟩ = 0` costs at most one dimension
      obtain ⟨g, hg⟩ := exists_definite_family 1 hA
      have h := finrank_le_signCount 1 hB (g ∘ₗ (LinearMap.ker (l ∘ₗ g)).subtype) (by
        intro v hv
        have h0 : l (g v.1) = 0 := v.2
        change 0 < 1 * energy (A - kb A φ) (g v.1)
        rw [hE, h0, map_zero, zero_div, sub_zero]
        exact hg v.1 fun h => hv (Subtype.ext h))
      have h1 := LinearMap.finrank_range_add_finrank_ker (l ∘ₗ g)
      have h2 := Submodule.finrank_le (LinearMap.range (l ∘ₗ g))
      rw [Module.finrank_fin_fun] at h1
      rw [Module.finrank_self] at h2
      omega
  have hneg : signCount (-1) hB = signCount (-1) hA := by
    apply le_antisymm
    · -- project a negative family of the remainder along `φ`
      obtain ⟨g, hg⟩ := exists_definite_family (-1) hB
      have h := finrank_le_signCount (-1) hA
        (g + (-(energy A φ : ℂ)⁻¹ • (l ∘ₗ g)).smulRight φ) (by
          intro v hv
          change 0 < -1 * energy A (g v + (-(energy A φ : ℂ)⁻¹ * l (g v)) • φ)
          have h0 : l (g v + (-(energy A φ : ℂ)⁻¹ * l (g v)) • φ) = 0 := by
            have ha : (energy A φ : ℂ) ≠ 0 := Complex.ofReal_ne_zero.2 hφ.ne'
            rw [map_add, map_smul, hlφ, smul_eq_mul]
            linear_combination (-l (g v)) * inv_mul_cancel₀ ha
          have h1 := hE (g v + (-(energy A φ : ℂ)⁻¹ * l (g v)) • φ)
          rw [hS, h0, map_zero, zero_div, sub_zero] at h1
          rw [← h1]
          exact hg v hv)
      rwa [Module.finrank_fin_fun] at h
    · -- the remainder lies below `A`
      obtain ⟨g, hg⟩ := exists_definite_family (-1) hA
      have h := finrank_le_signCount (-1) hB g
        (fun v hv => by linarith [hg v hv, hE (g v), hN (g v)])
      rwa [Module.finrank_fin_fun] at h
  simp only [signCount, one_mul] at hpos
  simp only [signCount, neg_mul, one_mul, Left.neg_pos_iff] at hneg
  exact ⟨hpos, hneg⟩
```

The positive, negative and zero counts add up to the dimension for both matrices, so the lost positive eigenvalue reappears as a zero.

```lean
/-- For Hermitian `A` with `⟨φ, A φ⟩ > 0`, the remainder has exactly one zero eigenvalue more
than `A`, counted with multiplicity. -/
theorem zero_count_remainder {A : Matrix n n ℂ} (hA : A.IsHermitian) {φ : n → ℂ}
    (hφ : 0 < energy A φ) :
    Nat.card {i // (remainder_isHermitian hA φ).eigenvalues i = 0}
      = Nat.card {i // hA.eigenvalues i = 0} + 1 := by
  -- positive, negative and zero eigenvalues exhaust the dimension
  have key : ∀ f : n → ℝ, Nat.card {i // 0 < f i} + Nat.card {i // f i < 0}
      + Nat.card {i // f i = 0} = Fintype.card n := fun f => by
    simp only [Nat.card_eq_fintype_card, Fintype.card_subtype, Finset.card_filter]
    rw [← Finset.sum_add_distrib, ← Finset.sum_add_distrib, Fintype.card_eq_sum_ones]
    refine Finset.sum_congr rfl fun i _ => ?_
    rcases lt_trichotomy (f i) 0 with h | h | h
    · simp [h, h.ne, h.le]
    · simp [h]
    · simp [h, h.ne', h.le]
  have h1 := key hA.eigenvalues
  have h2 := key (remainder_isHermitian hA φ).eigenvalues
  obtain ⟨h3, h4⟩ := inertia_remainder hA hφ
  omega

end

end KleinmanBylanderInertia
```

```lean
#print axioms KleinmanBylanderInertia.inertia_remainder
#print axioms KleinmanBylanderInertia.zero_count_remainder
```

```
'KleinmanBylanderInertia.inertia_remainder' depends on axioms: [propext, Classical.choice, Quot.sound]
'KleinmanBylanderInertia.zero_count_remainder' depends on axioms: [propext, Classical.choice, Quot.sound]
```

The sign of $a$ matters when $\varphi$ is adjoined and when $B$ is placed below $A$; the other two comparisons need only $a\ne0$. For $a<0$, applying the result to $-A$, whose separable operator is $-K$, gives the neighbouring statement: one negative eigenvalue disappears and the positive count is unchanged. At $a=0$ the physical $K$ is undefined; Lean's inverse of zero makes it zero, and no eigenvalue is removed.

## A two-state channel

Let $A=\mathrm{diag}(2,-1)$ and $\varphi=(1,1)/\sqrt2$, so $a=1/2$. Then

$$K=\begin{pmatrix}4&-2\\-2&1\end{pmatrix},\qquad B=\begin{pmatrix}-2&2\\2&-2\end{pmatrix}.$$

The eigenvalues change from $2,-1$ to $0,-4$. There is still one negative eigenvalue, but its value has changed. Individual expectation values can even change sign: the state $(1,-1)/\sqrt2$ has expectation value $1/2$ in $A$ and $-4$ in $B$.

For electronic-structure work with one projector per channel in a finite orthonormal basis, this means that if $a>0$ and $A$ has a negative eigenvalue in that basis, there are always some states on which the separable form is too repulsive compared with the semilocal one. If $\varphi$ lies in the span of the basis, the largest subspace whose nonzero members are all of this kind has as many dimensions as $A$ has negative eigenvalues. The theorems do not bound the resulting error in a band energy or a scattering phase.
